# Cancellation of exclusion-violating terms between the direct and exchange second-order energies for pair-symmetric integrals

Throughout, \(i, j\) run over a finite set of occupied spin orbitals and \(a, b\) over a finite set of virtual ones, with real orbital energies \(e_i, e_a\), real two-electron integrals \(g(iajb) = (ia|jb)\) and denominators \(\Delta = e_a + e_b - e_i - e_j\). A label \((i,a,j,b)\) is called exclusion-violating if \(i = j\) or \(a = b\), and Pauli-allowed if \(i \ne j\) and \(a \ne b\).

```lean
import Mathlib

open Finset

namespace ExclusionViolatingTerms

noncomputable section

variable {O V : Type*} [Fintype O] [Fintype V] [DecidableEq O] [DecidableEq V]

/-- A double excitation label `(i, a, j, b)` with `i, j` occupied and `a, b` virtual. -/
abbrev Exc (O V : Type*) := O × V × O × V

/-- Pair symmetry `(ia|jb) = (jb|ia)` of the two-electron integrals. -/
def PairSymm (g : O → V → O → V → ℝ) : Prop := ∀ i a j b, g i a j b = g j b i a

/-- The energy denominator `Δ = e_a + e_b - e_i - e_j`. -/
def denom (eo : O → ℝ) (ev : V → ℝ) (i : O) (a : V) (j : O) (b : V) : ℝ :=
  ev a + ev b - eo i - eo j

/-- The integral `g(iajb)` attached to an excitation label. -/
def integralAt (g : O → V → O → V → ℝ) (x : Exc O V) : ℝ := g x.1 x.2.1 x.2.2.1 x.2.2.2

/-- The integral `g(ibja)` with the virtual indices of the label exchanged. -/
def exchangedAt (g : O → V → O → V → ℝ) (x : Exc O V) : ℝ := g x.1 x.2.2.2 x.2.2.1 x.2.1

/-- The denominator `Δ` attached to an excitation label. -/
def denomAt (eo : O → ℝ) (ev : V → ℝ) (x : Exc O V) : ℝ :=
  denom eo ev x.1 x.2.1 x.2.2.1 x.2.2.2

/-- The direct second-order term `-g(iajb)² / (2Δ)`. -/
def directTerm (g : O → V → O → V → ℝ) (eo : O → ℝ) (ev : V → ℝ) (x : Exc O V) : ℝ :=
  -(integralAt g x) ^ 2 / (2 * denomAt eo ev x)

/-- The exchange second-order term `g(iajb) g(ibja) / (2Δ)`. -/
def exchangeTerm (g : O → V → O → V → ℝ) (eo : O → ℝ) (ev : V → ℝ) (x : Exc O V) : ℝ :=
  integralAt g x * exchangedAt g x / (2 * denomAt eo ev x)

/-- The full second-order term `-g(iajb) [g(iajb) - g(ibja)] / (2Δ)`. -/
def fullTerm (g : O → V → O → V → ℝ) (eo : O → ℝ) (ev : V → ℝ) (x : Exc O V) : ℝ :=
  -(integralAt g x * (integralAt g x - exchangedAt g x)) / (2 * denomAt eo ev x)

/-- The exclusion-violating labels: those with `i = j` or `a = b`. -/
def epv (O V : Type*) [Fintype O] [Fintype V] [DecidableEq O] [DecidableEq V] :
    Finset (Exc O V) :=
  univ.filter fun x => x.1 = x.2.2.1 ∨ x.2.1 = x.2.2.2

/-- The Pauli-allowed labels: those with `i ≠ j` and `a ≠ b`. -/
def allowed (O V : Type*) [Fintype O] [Fintype V] [DecidableEq O] [DecidableEq V] :
    Finset (Exc O V) :=
  univ.filter fun x => x.1 ≠ x.2.2.1 ∧ x.2.1 ≠ x.2.2.2

/-- Any sum over all labels splits into exclusion-violating and Pauli-allowed parts. -/
theorem sum_split (f : Exc O V → ℝ) :
    ∑ x, f x = ∑ x ∈ epv O V, f x + ∑ x ∈ allowed O V, f x := by
  have h := Finset.sum_filter_add_sum_filter_not (univ : Finset (Exc O V))
    (fun x => x.1 = x.2.2.1 ∨ x.2.1 = x.2.2.2) f
  rw [← h]
  unfold epv allowed
  congr 2
  ext x
  simp only [mem_filter, mem_univ, true_and, not_or, ne_eq]

/-- For pair-symmetric integrals the full term of each exclusion-violating label vanishes. -/
theorem fullTerm_epv {g : O → V → O → V → ℝ} (hg : PairSymm g) (eo : O → ℝ) (ev : V → ℝ)
    {x : Exc O V} (hx : x ∈ epv O V) : fullTerm g eo ev x = 0 := by
  obtain ⟨i, a, j, b⟩ := x
  have hx' : i = j ∨ a = b := by simpa [epv] using hx
  -- direct and exchanged integrals coincide on such a label
  have h : g i a j b = g i b j a := by
    rcases hx' with rfl | rfl
    · exact hg _ _ _ _
    · rfl
  have h' : integralAt g (i, a, j, b) - exchangedAt g (i, a, j, b) = 0 := sub_eq_zero.mpr h
  unfold fullTerm
  rw [h', mul_zero, neg_zero, zero_div]

/-- For pair-symmetric integrals the exchange terms of the exclusion-violating labels sum to
minus their direct terms. -/
theorem exchange_epv_cancels {g : O → V → O → V → ℝ} (hg : PairSymm g) (eo : O → ℝ)
    (ev : V → ℝ) :
    ∑ x ∈ epv O V, exchangeTerm g eo ev x = -∑ x ∈ epv O V, directTerm g eo ev x := by
  rw [← Finset.sum_neg_distrib]
  refine Finset.sum_congr rfl fun x hx => ?_
  -- full = direct + exchange
  have h : fullTerm g eo ev x = directTerm g eo ev x + exchangeTerm g eo ev x := by
    unfold fullTerm directTerm exchangeTerm
    ring
  rw [fullTerm_epv hg eo ev hx] at h
  linarith

omit [Fintype O] [Fintype V] [DecidableEq O] [DecidableEq V] in
/-- With positive denominators, the sum of direct terms over any set of labels is strictly
negative exactly when one of the integrals in the set is nonzero. -/
theorem direct_sum_neg_iff (g : O → V → O → V → ℝ) {eo : O → ℝ} {ev : V → ℝ}
    (hΔ : ∀ i a j b, 0 < denom eo ev i a j b) (s : Finset (Exc O V)) :
    ∑ x ∈ s, directTerm g eo ev x < 0 ↔ ∃ x ∈ s, integralAt g x ≠ 0 := by
  have hpos : ∀ x : Exc O V, 0 < 2 * denomAt eo ev x := fun x =>
    mul_pos two_pos (hΔ _ _ _ _)
  constructor
  · intro h
    by_contra hc
    have h0 : ∑ x ∈ s, directTerm g eo ev x = 0 := by
      refine Finset.sum_eq_zero fun x hx => ?_
      have hz : integralAt g x = 0 := by
        by_contra hne
        exact hc ⟨x, hx, hne⟩
      simp [directTerm, hz]
    exact absurd h0 h.ne
  · rintro ⟨y, hy, hne⟩
    -- every term is nonpositive and the term at `y` is negative
    have h : ∑ x ∈ s, directTerm g eo ev x < ∑ _x ∈ s, (0 : ℝ) := by
      refine Finset.sum_lt_sum (fun x _ => ?_) ⟨y, hy, ?_⟩
      · exact div_nonpos_of_nonpos_of_nonneg (neg_nonpos.mpr (sq_nonneg _)) (hpos x).le
      · have : 0 < integralAt g y ^ 2 := by positivity
        exact div_neg_of_neg_of_pos (neg_neg_of_pos this) (hpos y)
    simpa using h

/-- For pair-symmetric integrals and positive denominators, the full second-order sum is
unchanged on deleting the labels with `i = j` or `a = b`. If one integral of such a label is
nonzero, their direct terms sum to a negative number and the total direct sum lies strictly
below its Pauli-allowed part. -/
theorem epv_cancel_full_not_direct {g : O → V → O → V → ℝ} (hg : PairSymm g)
    {eo : O → ℝ} {ev : V → ℝ} (hΔ : ∀ i a j b, 0 < denom eo ev i a j b) :
    ∑ x, fullTerm g eo ev x = ∑ x ∈ allowed O V, fullTerm g eo ev x ∧
    ((∃ x ∈ epv O V, integralAt g x ≠ 0) →
      ∑ x ∈ epv O V, directTerm g eo ev x < 0 ∧
      ∑ x, directTerm g eo ev x < ∑ x ∈ allowed O V, directTerm g eo ev x) := by
  constructor
  · rw [sum_split, Finset.sum_eq_zero fun x hx => fullTerm_epv hg eo ev hx, zero_add]
  · intro h
    have hneg := (direct_sum_neg_iff g hΔ _).mpr h
    refine ⟨hneg, ?_⟩
    rw [sum_split]
    linarith

/-- For pair-symmetric integrals, positive denominators and at most one occupied orbital, the full
second-order sum is zero, while the direct sum is negative exactly when some integral is nonzero. -/
theorem one_electron [Subsingleton O] {g : O → V → O → V → ℝ} (hg : PairSymm g)
    {eo : O → ℝ} {ev : V → ℝ} (hΔ : ∀ i a j b, 0 < denom eo ev i a j b) :
    ∑ x, fullTerm g eo ev x = 0 ∧
    (∑ x, directTerm g eo ev x < 0 ↔ ∃ x, integralAt g x ≠ 0) := by
  constructor
  · -- every label has `i = j`
    refine Finset.sum_eq_zero fun x _ => fullTerm_epv hg eo ev ?_
    exact Finset.mem_filter.mpr ⟨mem_univ _, Or.inl (Subsingleton.elim _ _)⟩
  · simpa using direct_sum_neg_iff g hΔ univ

/-- Factorised integrals `g(iajb) = δ_ia δ_jb` on two occupied and two virtual orbitals. -/
def modelIntegral (i a j b : Fin 2) : ℝ :=
  (if i = a then 1 else 0) * (if j = b then 1 else 0)

/-- The factorised model with `e_i = 0`, `e_a = 1` is pair symmetric, has positive denominators,
a nonzero exclusion-violating integral and a nonzero Pauli-allowed full term. -/
theorem model_witness :
    PairSymm modelIntegral ∧
    (∀ i a j b : Fin 2, 0 < denom (fun _ => 0) (fun _ => 1) i a j b) ∧
    (((0, 0, 0, 0) : Exc (Fin 2) (Fin 2)) ∈ epv (Fin 2) (Fin 2) ∧
      integralAt modelIntegral (0, 0, 0, 0) = 1) ∧
    (((0, 0, 1, 1) : Exc (Fin 2) (Fin 2)) ∈ allowed (Fin 2) (Fin 2) ∧
      fullTerm modelIntegral (fun _ => 0) (fun _ => 1) (0, 0, 1, 1) = -1 / 4) := by
  refine ⟨fun i a j b => mul_comm _ _, fun i a j b => ?_, ⟨?_, ?_⟩, ?_, ?_⟩
  · norm_num [denom]
  · simp [epv]
  · simp [integralAt, modelIntegral]
  · simp [allowed]
  · norm_num [fullTerm, integralAt, exchangedAt, denomAt, denom, modelIntegral]

/-- Integrals on one occupied and two virtual orbitals, nonzero only for `a = 0`, `b = 1`. -/
def asymIntegral (_i : Unit) (a : Fin 2) (_j : Unit) (b : Fin 2) : ℝ :=
  if a = 0 ∧ b = 1 then 1 else 0

/-- For the integrals `asymIntegral`, which lack pair symmetry, and `e_i = 0`, `e_a = 1`, the
full sum is `-1/4` while its Pauli-allowed part is zero. -/
theorem symmetry_needed :
    ¬ PairSymm asymIntegral ∧
    ∑ x, fullTerm asymIntegral (fun _ => 0) (fun _ => 1) x = -1 / 4 ∧
    ∑ x ∈ allowed Unit (Fin 2), fullTerm asymIntegral (fun _ => 0) (fun _ => 1) x = 0 := by
  refine ⟨fun h => ?_, ?_, ?_⟩
  · have := h () 0 () 1
    simp [asymIntegral] at this
  · simp only [Fintype.sum_prod_type, Fin.sum_univ_two, Fintype.sum_unique]
    norm_num [fullTerm, integralAt, exchangedAt, denomAt, denom, asymIntegral]
  · refine Finset.sum_eq_zero fun x hx => ?_
    exact absurd (Subsingleton.elim _ _) (Finset.mem_filter.mp hx).2.1

end

end ExclusionViolatingTerms
```

```lean
#print axioms ExclusionViolatingTerms.exchange_epv_cancels
-- 'ExclusionViolatingTerms.exchange_epv_cancels' depends on axioms: [propext, Classical.choice, Quot.sound]
#print axioms ExclusionViolatingTerms.epv_cancel_full_not_direct
-- 'ExclusionViolatingTerms.epv_cancel_full_not_direct' depends on axioms: [propext, Classical.choice, Quot.sound]
#print axioms ExclusionViolatingTerms.one_electron
-- 'ExclusionViolatingTerms.one_electron' depends on axioms: [propext, Classical.choice, Quot.sound]
#print axioms ExclusionViolatingTerms.symmetry_needed
-- 'ExclusionViolatingTerms.symmetry_needed' depends on axioms: [propext, Classical.choice, Quot.sound]
```

## The three second-order terms and their labels

Each label carries a direct term \(D\), an exchange term \(X\) and a full term \(F\):
\[
D_{iajb} = -\frac{g(iajb)^2}{2\Delta}, \qquad X_{iajb} = \frac{g(iajb)\,g(ibja)}{2\Delta}, \qquad F_{iajb} = -\frac{g(iajb)\,[g(iajb) - g(ibja)]}{2\Delta}.
\]
These are `directTerm`, `exchangeTerm` and `fullTerm`. The occupied and virtual index sets are the types `O` and `V`, with energies `eo` and `ev`. A label `x : Exc O V` stores its indices in the order \(i, a, j, b\), as `x.1`, `x.2.1`, `x.2.2.1` and `x.2.2.2`. The function `integralAt` returns \(g(iajb)\), `exchangedAt` returns \(g(ibja)\), in which the two virtual indices have traded places, and `denomAt` returns \(\Delta\). A sum written `∑ x` is unrestricted over all four indices, which is the convention that goes with the factor \(1/2\). The finite sets `epv O V` and `allowed O V` hold the exclusion-violating and the Pauli-allowed labels, written \(\mathcal{E}\) and \(\mathcal{A}\) below.

## The statements

The main theorem, `epv_cancel_full_not_direct`, has two hypotheses. The first is `PairSymm g`, that is \(g(iajb) = g(jbia)\) for all indices. The second is `hΔ`, that \(\Delta > 0\) for every label. It concludes that
\[
\sum_{\text{all}} F = \sum_{\mathcal{A}} F,
\]
and that, if \(g(iajb) \ne 0\) for at least one label in \(\mathcal{E}\),
\[
\sum_{\mathcal{E}} D < 0 \qquad \text{and} \qquad \sum_{\text{all}} D < \sum_{\mathcal{A}} D .
\]
Deleting the exclusion-violating labels therefore leaves the full sum unchanged and, under that condition, strictly raises the direct sum.

Three further theorems sharpen this. `exchange_epv_cancels` gives \(\sum_{\mathcal{E}} X = -\sum_{\mathcal{E}} D\) from pair symmetry alone. `direct_sum_neg_iff` needs only the positive denominators and holds for any finite set \(s\) of labels: \(\sum_s D < 0\) if and only if some integral in \(s\) is nonzero. `one_electron` takes `[Subsingleton O]`, meaning at most one occupied orbital, together with both hypotheses, and states that \(\sum_{\text{all}} F = 0\) while \(\sum_{\text{all}} D < 0\) exactly when some integral is nonzero. If `O` or `V` is empty there are no labels, every sum is zero, and no nonzero integral exists.

## Double excitations, the gap and the symmetry of the interaction

A label stands for the double excitation \(i \to a\), \(j \to b\) out of a reference determinant. With spin-orbital indices, \(\sum F\) has the form of the second-order Møller–Plesset correlation energy, \(\sum D\) is its ring diagram and \(\sum X\) its exchange diagram. The ring diagram alone is the second-order term of the direct random-phase approximation. The file takes these expressions as definitions: it contains no Hamiltonian, no determinants and no perturbation expansion, and nothing beyond second order. A label with \(i = j\) empties one orbital twice, and one with \(a = b\) fills one orbital twice. The Pauli principle forbids this for spin orbitals, whereas a spatial orbital can be emptied or filled twice, once for each spin. The closed-shell formula in spatial orbitals has other weights and is a different expression from `fullTerm`.

Pair symmetry stands for the indistinguishability of the two electrons in the interaction. For real orbitals \(\varphi\) and an interaction \(v(1,2) = v(2,1)\) between electrons with coordinates \(1\) and \(2\),
\[
(ia|jb) = \iint \varphi_i(1)\varphi_a(1)\, v(1,2)\, \varphi_j(2)\varphi_b(2)\, d1\, d2,
\]
and renaming the integration variables gives \((jb|ia)\). In the file `g` is an arbitrary real array and the symmetry is assumed. Complex integrals are not treated. The condition \(\Delta > 0\) stands for a gap: at \(i = j\), \(a = b\) it reads \(2(e_a - e_i) > 0\), so every virtual level lies strictly above every occupied one.

For a finite orbital basis and at second order only, the result says that a ring-only energy collects a negative contribution from excitations forbidden by the Pauli principle whenever one of their integrals is nonzero, and that the exchange terms of these same excitations cancel exactly this contribution. The one-electron case is the self-correlation of the ring diagram at that order: a single electron has no partner to correlate with, the full sum is zero, and the direct sum is negative as soon as one integral \((ia|ib)\) is nonzero.

## Vanishing of the full term when \(i = j\) or \(a = b\)

Take a label in \(\mathcal{E}\). If \(a = b\), then \(g(ibja) = g(iaja) = g(iajb)\), because exchanging two equal indices changes nothing. If \(i = j\), the direct integral is \(g(iaib)\) and the exchanged one is \(g(ibia)\). Pair symmetry with \(j = i\) reads \(g(iaib) = g(ibia)\), so they agree again. In both cases the bracket \(g(iajb) - g(ibja)\) is zero, and
\[
F_{iajb} = -\frac{g(iajb)\cdot 0}{2\Delta} = 0 .
\]
This is `fullTerm_epv`. The case split `rcases hx' with rfl | rfl` substitutes \(j = i\) or \(b = a\); the first case closes by `hg _ _ _ _` and the second by `rfl`. The last rewrite carries the zero through the product, the sign and the quotient.

Expanding the bracket gives \(F = D + X\) for every label, which `ring` confirms inside `exchange_epv_cancels`. On \(\mathcal{E}\) this becomes \(0 = D + X\), so \(X = -D\) label by label, and `Finset.sum_congr` lifts the equality to the sums. These two theorems carry no condition on \(\Delta\); at \(\Delta = 0\) they hold through Lean's convention that division by zero returns zero, and they have physical content only for \(\Delta \ne 0\).

The negation of "\(i = j\) or \(a = b\)" is "\(i \ne j\) and \(a \ne b\)", so \(\mathcal{E}\) and \(\mathcal{A}\) partition the labels and, for any real function \(f\) of the label,
\[
\sum_{\text{all}} f = \sum_{\mathcal{E}} f + \sum_{\mathcal{A}} f .
\]
In `sum_split` this is Mathlib's `Finset.sum_filter_add_sum_filter_not`, with `not_or` identifying the complementary filter as `allowed`. For \(f = F\) the first sum on the right is a sum of zeros, which gives the first conclusion of the main theorem.

## Sign of the direct terms

With \(\Delta > 0\), each \(D = -g^2/(2\Delta)\) is a nonpositive number over a positive one, so \(D \le 0\), and \(D < 0\) when \(g \ne 0\). If some label \(y\) in \(s\) has a nonzero integral, then all terms are at most zero and the one at \(y\) is below zero, so \(\sum_s D < 0\). The proof of `direct_sum_neg_iff` compares the sum termwise with a sum of zeros through `Finset.sum_lt_sum`. Conversely, if every integral in \(s\) vanishes then every term vanishes and the sum is \(0\), which is not negative; this is the branch that argues by contradiction.

Taking \(s = \mathcal{E}\) gives \(\sum_{\mathcal{E}} D < 0\). Splitting the total,
\[
\sum_{\text{all}} D = \sum_{\mathcal{E}} D + \sum_{\mathcal{A}} D < \sum_{\mathcal{A}} D,
\]
which is the final `linarith`. The invariance of \(\sum F\) thus uses only `hg`, and the two inequalities use only `hΔ`. In `one_electron`, `Subsingleton.elim` gives \(i = j\) for every label, so all labels lie in \(\mathcal{E}\) and all full terms vanish; the second half is `direct_sum_neg_iff` with \(s\) the set of all labels.

## A symmetric model and an asymmetric one

`modelIntegral` has two occupied and two virtual orbitals, each set numbered \(0, 1\), with \(g(iajb) = \delta_{ia}\delta_{jb}\), where the Kronecker delta compares the number of an occupied orbital with the number of a virtual one. With \(e_i = 0\) and \(e_a = 1\) every denominator is \(2\). The theorem `model_witness` shows that this \(g\) is pair symmetric, by commuting the two factors, and that the denominators are positive. The label \((0,0,0,0)\) lies in \(\mathcal{E}\) with integral \(1\), so the strict inequalities of the main theorem apply. The label \((0,0,1,1)\) lies in \(\mathcal{A}\), has \(g(0011) = 1\) and exchanged integral \(g(0110) = 0\), and so \(F = -1\cdot(1-0)/4 = -1/4\). The model therefore satisfies both hypotheses, with a nonzero direct term in \(\mathcal{E}\) and a nonzero full term in \(\mathcal{A}\).

`asymIntegral` has one occupied orbital \(i\) and two virtual ones, with the same energies, and \(g(iaib) = 1\) for \(a = 0\), \(b = 1\) and zero otherwise. Pair symmetry fails because \(g(i0i1) = 1\) while \(g(i1i0) = 0\). Of the four labels only \((i,0,i,1)\) has a nonzero integral, and it contributes \(-1\cdot(1-0)/4\), so \(\sum_{\text{all}} F = -1/4\). No label has \(i \ne j\), so \(\sum_{\mathcal{A}} F = 0\). This is `symmetry_needed`: for an unrestricted real array the invariance can fail. It does not show that the whole of `PairSymm` is necessary, and the proof of the cancellation calls on it only in the instance \(g(iaib) = g(ibia)\).
